# Every Jordan–Wigner ordering of a connected lattice with n ≥ 2 sites and diameter D has an edge of label difference at least (n − 1)/D

Spinless fermions hop between neighbouring sites of a lattice, and we want to simulate them on qubits, one qubit per site. The Jordan–Wigner transformation needs the sites in a line. Two neighbours that sit far apart in that line are coupled by a long string of Pauli operators, which acts on every qubit between them. On a chain the natural order keeps all strings short. On a square grid some neighbours end up far apart, and the question is how far apart the best ordering must leave them.

Let $n$ be the number of sites and $D$ the diameter of the lattice, which is the largest number of steps needed to get from one site to another. If the lattice is connected and $n\ge 2$, every ordering leaves some neighbouring pair at least $(n-1)/D$ places apart. For the $L\times L$ grid with $L\ge2$ this gives $(L+1)/2$.

## Majorana operators as strings of bits

```lean
import Mathlib

open Finset

namespace JordanWignerStringLength
```

The labels are elements of `Fin n`, the numbers $0,1,\dots,n-1$, so counting starts at zero. Bits are elements of `ZMod 2`, where $1+1=0$.

```lean
/-- The Jordan-Wigner Majorana string of mode `j`, up to phase, as bits `(x, z)` on each qubit:
`Z` on all earlier qubits, and `X` (for `s = 0`) or `Y` (for `s = 1`) on qubit `j`. -/
def majorana {n : ℕ} (s : ZMod 2) (j : Fin n) : Fin n → ZMod 2 × ZMod 2 :=
  fun k => (if k = j then 1 else 0, if k < j then 1 else if k = j then s else 0)
```

Each mode $j$ has two Majorana operators, $\gamma_{j,0}$ and $\gamma_{j,1}$, with annihilation operator $c_j=(\gamma_{j,0}+i\gamma_{j,1})/2$. Under Jordan–Wigner,
$$\gamma_{j,0}=Z_0\cdots Z_{j-1}X_j,\qquad \gamma_{j,1}=Z_0\cdots Z_{j-1}Y_j .$$
The definition stores such a string as a pair of bits $(x,z)$ on each qubit $k$: $(0,0)$ is the identity, $(1,0)$ is $X$, $(0,1)$ is $Z$ and $(1,1)$ is $Y$. Phases are dropped, so multiplying strings means adding bits.

Hopping between modes $j\neq l$ is built from products of these operators:
$$c_j^\dagger c_l+c_l^\dagger c_j=\tfrac{i}{2}\left(\gamma_{j,0}\gamma_{l,1}-\gamma_{j,1}\gamma_{l,0}\right).$$
Neither this expansion nor the reading of Pauli strings as bits is checked in Lean, where the model starts from the bit strings.

One could also have modelled the Majoranas as $2^n\times2^n$ matrices. Signs and anticommutation relations would then be part of the statement, and the theorems could speak of the hopping term itself. The weights would be the same.

```lean
/-- The Pauli weight: the number of qubits on which a Pauli string is not the identity. -/
def pauliWeight {n : ℕ} (P : Fin n → ZMod 2 × ZMod 2) : ℕ :=
  (univ.filter (fun k => P k ≠ 0)).card
```

The weight is the number of qubits on which the string is not the identity. `univ.filter` selects those qubits and `card` counts them.

## Sites, labels and the grid

```lean
/-- The label difference of two sites `u` and `v` under the labelling `σ`. -/
def hopRange {V : Type*} {n : ℕ} (σ : V ≃ Fin n) (u v : V) : ℕ :=
  (((σ u : ℕ) : ℤ) - ((σ v : ℕ) : ℤ)).natAbs
```

A labelling `σ : V ≃ Fin n` is a bijection from the set of sites `V` to the labels. We write $r(u,v)=|\sigma(u)-\sigma(v)|$ for `hopRange σ u v`. Despite its name, this is a distance in the ordering and not on the lattice. The subtraction is done in the integers because subtraction of natural numbers in Lean stops at zero.

```lean
/-- The `L` by `L` square grid with open boundaries and nearest-neighbour edges. -/
def grid (L : ℕ) : SimpleGraph (Fin L × Fin L) :=
  (SimpleGraph.pathGraph L).boxProd (SimpleGraph.pathGraph L)
```

A `SimpleGraph` records which pairs of sites are neighbours. Here `pathGraph L` is an open chain of $L$ sites, and `boxProd` joins two points of the product when one coordinate makes a chain step and the other stays fixed.

## The weight is the label difference plus one

```lean
/-- The product of two Majorana strings of distinct modes has Pauli weight equal to the
difference of the mode labels plus one. -/
theorem pauliWeight_majorana_mul {n : ℕ} (s t : ZMod 2) {j l : Fin n} (hjl : j ≠ l) :
    pauliWeight (majorana s j + majorana t l)
      = (((j : ℕ) : ℤ) - ((l : ℕ) : ℤ)).natAbs + 1 := by
  -- the `Z` tails cancel below the lower mode
  have key : ∀ (s t : ZMod 2) (j l : Fin n), j < l →
      pauliWeight (majorana s j + majorana t l) = (l : ℕ) + 1 - j := by
    intro s t j l h
    have hs : univ.filter (fun k => (majorana s j + majorana t l) k ≠ 0) = Icc j l := by
      ext k
      simp only [mem_Icc, Pi.add_apply, majorana]
      rcases lt_trichotomy k j with h1 | h1 | h1
      · have h2 := h1.trans h
        simp [h1, h2, h1.ne, h2.ne, not_le.mpr h1, CharTwo.add_self_eq_zero]
      · subst h1
        simp [h, h.ne, h.le]
      · rcases lt_trichotomy k l with h2 | h2 | h2
        · simp [h1.ne', h1.le, not_lt.mpr h1.le, h2, h2.ne, h2.le]
        · subst h2
          simp [h1.ne', h1.le, not_lt.mpr h1.le]
        · simp [h1.ne', not_lt.mpr h1.le, h2.ne', not_lt.mpr h2.le, not_le.mpr h2]
    rw [pauliWeight, hs, Fin.card_Icc]
  rcases lt_or_gt_of_ne hjl with h | h
  · rw [key s t j l h]
    have h' : (j : ℕ) < l := h
    omega
  · rw [add_comm (majorana s j), key t s l j h]
    have h' : (l : ℕ) < j := h
    omega
```

In a Lean theorem the hypotheses stand before the last main colon and the claim after it. This one says that for $j\ne l$ and any choice of $s,t$, the product $\gamma_{j,s}\gamma_{l,t}$ has weight $|j-l|+1$.

To see this, take $j<l$ and go through the qubits $k$:

- For $k<j$ both strings carry $Z$, and $Z\cdot Z=1$.
- At $k=j$ an $X$ or $Y$ meets a $Z$, which leaves $Y$ or $X$ up to phase.
- For $j<k<l$ only the second string acts, with $Z$.
- At $k=l$ only the second string acts, with $X$ or $Y$.
- For $k>l$ neither acts.

The non-identity factors fill the interval from $j$ to $l$, which has $l-j+1$ members. In Lean, `key` treats this case: `lt_trichotomy` splits on the position of $k$, and the set of active qubits is identified with `Icc j l`, the closed interval. The case $l<j$ follows by swapping the summands. The tactic `omega` settles linear arithmetic over the integers.

## A large label difference across a short walk needs a long edge

```lean
/-- If every edge has label difference at most `b`, the ends of a walk have label difference
at most `b` times its length. -/
theorem hopRange_le_length_mul {V : Type*} {n : ℕ} {G : SimpleGraph V} (σ : V ≃ Fin n) {b : ℕ}
    (hb : ∀ u v, G.Adj u v → hopRange σ u v ≤ b) {u v : V} (p : G.Walk u v) :
    hopRange σ u v ≤ p.length * b := by
  induction p with
  | nil => simp [hopRange]
  | cons h p ih =>
    have h1 := hb _ _ h
    rw [SimpleGraph.Walk.length_cons, add_mul, one_mul]
    simp only [hopRange] at h1 ih ⊢
    omega
```

Suppose that $r\le b$ on every edge. Then a walk with $\ell$ steps from $u$ to $v$ satisfies $r(u,v)\le \ell b$. The argument is the triangle inequality applied step by step: if the walk goes first to $w$ and then on to $v$ in $\ell-1$ steps, then
$$r(u,v)\le r(u,w)+r(w,v)\le b+(\ell-1)b=\ell b .$$
The `induction` has the same two cases, the empty walk (`nil`) and a first edge followed by a shorter walk (`cons`).

```lean
/-- For a walk between distinct sites, some edge of the graph has label difference at least
that of the two ends divided by the length of the walk. -/
theorem exists_edge_of_walk {V : Type*} {n : ℕ} {G : SimpleGraph V} (σ : V ≃ Fin n)
    {u v : V} (huv : u ≠ v) (p : G.Walk u v) :
    ∃ a b, G.Adj a b ∧ hopRange σ u v ≤ p.length * hopRange σ a b := by
  by_contra hcon
  have hR : 0 < hopRange σ u v := by
    apply Nat.pos_of_ne_zero
    intro h0
    apply huv
    apply σ.injective
    apply Fin.ext
    simp only [hopRange] at h0
    omega
  have hl : 0 < p.length :=
    Nat.pos_of_ne_zero fun h => huv (SimpleGraph.Walk.eq_of_length_eq_zero h)
  -- otherwise all edges are too short to bridge the ends
  have hb : ∀ a b, G.Adj a b → hopRange σ a b ≤ (hopRange σ u v - 1) / p.length := by
    intro a b hab
    rw [Nat.le_div_iff_mul_le hl, mul_comm]
    have h1 : ¬ hopRange σ u v ≤ p.length * hopRange σ a b := fun h => hcon ⟨a, b, hab, h⟩
    omega
  have h2 := hopRange_le_length_mul σ hb p
  have h3 := Nat.mul_div_le (hopRange σ u v - 1) p.length
  omega
```

For distinct sites $u,v$ joined by a walk of length $\ell$, there is an edge $ab$ of the graph with $r(u,v)\le \ell\, r(a,b)$. Here `a` and `b` are sites.

Write $R=r(u,v)$. Since $\sigma$ is injective, $R>0$, and since $u\neq v$, $\ell>0$. If the claim failed, every edge would have $\ell\,r(a,b)\le R-1$, hence $r(a,b)\le q$ with $q=\lfloor (R-1)/\ell\rfloor$. The previous lemma would then give $R\le \ell q\le R-1$, a contradiction. In the code, `by_contra` starts this argument, `hb` is the bound by $q$, and `h2` and `h3` are the two final inequalities.

## The bound for a general lattice

```lean
/-- String length bound: in a connected graph on `n ≥ 2` sites, under any bijective labelling,
some edge has label difference at least `n - 1` divided by the diameter. -/
theorem exists_long_edge {V : Type*} {n : ℕ} {G : SimpleGraph V} (hG : G.Connected)
    (hn : 2 ≤ n) (σ : V ≃ Fin n) :
    ∃ u v, G.Adj u v ∧ n - 1 ≤ G.diam * hopRange σ u v := by
  have : Finite V := Finite.of_equiv _ σ.symm
  have : Nonempty V := hG.nonempty
  -- the sites carrying the first and the last label
  obtain ⟨u, hu⟩ : ∃ u, (σ u : ℕ) = 0 := ⟨σ.symm ⟨0, by omega⟩, by simp⟩
  obtain ⟨v, hv⟩ : ∃ v, (σ v : ℕ) = n - 1 := ⟨σ.symm ⟨n - 1, by omega⟩, by simp⟩
  have huv : u ≠ v := by
    intro h
    rw [h, hv] at hu
    omega
  obtain ⟨p, hp⟩ := hG.exists_walk_length_eq_dist u v
  obtain ⟨a, b, hab, h⟩ := exists_edge_of_walk σ huv p
  have hd : p.length ≤ G.diam := by
    rw [hp]
    exact SimpleGraph.dist_le_diam (SimpleGraph.connected_iff_ediam_ne_top.mp hG)
  have hr : hopRange σ u v = n - 1 := by
    simp only [hopRange]
    omega
  exact ⟨a, b, hab, hr ▸ h.trans (Nat.mul_le_mul_right _ hd)⟩
```

The hypotheses are that `G` is connected, that $n\ge2$, and that `σ` is a bijective labelling. The last one also makes the lattice finite. The conclusion is that some edge $uv$ satisfies
$$n-1\le D\,r(u,v),$$
where `G.diam` is $D$. Stating it as a product avoids rounding in a division.

For the derivation, let $u$ and $v$ now stand for the sites with labels $0$ and $n-1$, which need not be neighbours. They are distinct because $n\ge2$, and $r(u,v)=n-1$. A shortest walk between them has length $\ell\le D$. The previous lemma supplies an edge $ab$ with
$$n-1\le \ell\,r(a,b)\le D\,r(a,b).$$
The Lean proof takes these steps in the same order: `hu` and `hv` fix the two labels, `hp` says that the walk is shortest, `hd` is $\ell\le D$, and `hr` is $r(u,v)=n-1$.

In the smallest case, $n=2$, the lattice is a single edge with $D=1$. The bound gives $r\ge1$, which is attained.

```lean
/-- In a connected graph on `n ≥ 2` sites with diameter `D`, for any bijective labelling `σ` there
is an edge such that every product of a Jordan-Wigner Majorana string at one end with one at the
other has Pauli weight `w` with `n - 1 + D ≤ D * w`. -/
theorem exists_heavy_string {V : Type*} {n : ℕ} {G : SimpleGraph V} (hG : G.Connected)
    (hn : 2 ≤ n) (σ : V ≃ Fin n) :
    ∃ u v, G.Adj u v ∧ ∀ s t : ZMod 2,
      n - 1 + G.diam ≤ G.diam * pauliWeight (majorana s (σ u) + majorana t (σ v)) := by
  obtain ⟨u, v, huv, h⟩ := exists_long_edge hG hn σ
  refine ⟨u, v, huv, fun s t => ?_⟩
  rw [pauliWeight_majorana_mul s t (σ.injective.ne huv.ne), mul_add, mul_one]
  exact Nat.add_le_add_right h _
```

The same edge is now read as a statement about Pauli strings. By the weight formula, each Majorana product across it has weight $w=r+1$, so
$$D\,w=D\,r+D\ge n-1+D,\qquad\text{that is}\qquad w\ge\frac{n-1}{D}+1 .$$
The words `∀ s t` say that this holds for all four products on that edge, including the two in the hopping term.

For quantum simulation with one fermionic mode per site and the plain Jordan–Wigner encoding, this is a lower limit on the number of qubits touched by the worst hopping term, whatever the ordering. It bounds neither the average weight nor the circuit depth.

## The square grid

```lean
/-- Any two sites of the `L` by `L` grid are joined by a walk of at most `2 (L - 1)` steps. -/
theorem grid_walk {L : ℕ} (u v : Fin L × Fin L) :
    ∃ p : (grid L).Walk u v, p.length ≤ 2 * (L - 1) := by
  have chain : ∀ i j : Fin L, ∃ p : (SimpleGraph.pathGraph L).Walk i j, p.length ≤ L - 1 := by
    -- a path without repeated sites has fewer than `L` steps
    intro i j
    obtain ⟨w⟩ := SimpleGraph.pathGraph_preconnected L i j
    have hw := w.bypass_isPath.length_lt
    rw [Fintype.card_fin] at hw
    exact ⟨w.bypass, by omega⟩
  obtain ⟨x, y⟩ := u
  obtain ⟨x', y'⟩ := v
  -- first change the first coordinate, then the second
  let f : SimpleGraph.pathGraph L →g grid L :=
    ⟨fun a => (a, y), fun h => SimpleGraph.boxProd_adj.mpr (Or.inl ⟨h, rfl⟩)⟩
  let g : SimpleGraph.pathGraph L →g grid L :=
    ⟨fun b => (x', b), fun h => SimpleGraph.boxProd_adj.mpr (Or.inr ⟨h, rfl⟩)⟩
  obtain ⟨p, hp⟩ := chain x x'
  obtain ⟨q, hq⟩ := chain y y'
  obtain ⟨P, hP⟩ : ∃ P : (grid L).Walk (x, y) (x', y), P.length ≤ L - 1 :=
    ⟨p.map f, le_of_eq_of_le (SimpleGraph.Walk.length_map _ _) hp⟩
  obtain ⟨Q, hQ⟩ : ∃ Q : (grid L).Walk (x', y) (x', y'), Q.length ≤ L - 1 :=
    ⟨q.map g, le_of_eq_of_le (SimpleGraph.Walk.length_map _ _) hq⟩
  exact ⟨P.append Q, by rw [SimpleGraph.Walk.length_append]; omega⟩
```

Any two grid sites are joined by a walk of at most $2(L-1)$ steps. On a chain of $L$ sites, a walk that repeats no site has at most $L-1$ steps, and `bypass` removes the repetitions from a given walk. From $(x,y)$ we first go to $(x',y)$ and then to $(x',y')$. The maps `f` and `g` place the two chain walks in the grid, and `append` joins them.

```lean
/-- Under any bijective labelling of the `L` by `L` grid with `L ≥ 2`, some nearest-neighbour
edge has label difference at least `(L + 1) / 2`. -/
theorem grid_exists_long_edge {L : ℕ} (hL : 2 ≤ L) (σ : Fin L × Fin L ≃ Fin (L * L)) :
    ∃ u v, (grid L).Adj u v ∧ L + 1 ≤ 2 * hopRange σ u v := by
  have : Nonempty (Fin L × Fin L) := ⟨(⟨0, by omega⟩, ⟨0, by omega⟩)⟩
  have hG : (grid L).Connected :=
    { preconnected := fun u v => (grid_walk u v).choose.reachable
      nonempty := inferInstance }
  have hD : (grid L).diam ≤ 2 * (L - 1) := by
    obtain ⟨u, v, h⟩ := SimpleGraph.exists_dist_eq_diam (G := grid L)
    obtain ⟨p, hp⟩ := grid_walk u v
    rw [← h]
    exact (SimpleGraph.dist_le p).trans hp
  obtain ⟨u, v, huv, h⟩ := exists_long_edge hG (by nlinarith) σ
  refine ⟨u, v, huv, ?_⟩
  -- cancel the common factor `L - 1`
  obtain ⟨m, rfl⟩ : ∃ m, L = m + 1 := ⟨L - 1, by omega⟩
  have h1 := h.trans (Nat.mul_le_mul_right _ hD)
  generalize hopRange σ u v = r at h1 ⊢
  have e : (m + 1) * (m + 1) = m * (m + 2) + 1 := by ring
  rw [e, Nat.add_sub_cancel, Nat.add_sub_cancel] at h1
  have h2 : m * (m + 2) ≤ m * (2 * r) := by
    calc m * (m + 2) ≤ 2 * m * r := h1
      _ = m * (2 * r) := by ring
  exact Nat.le_of_mul_le_mul_left h2 (by omega)
```

For $L\ge2$ and any labelling of the $L^2$ sites, some nearest-neighbour edge has $L+1\le 2r$. The walks above show that the grid is connected and that $D\le2(L-1)$. The general bound with $n=L^2$ then gives
$$(L-1)(L+1)=L^2-1\le 2(L-1)\,r ,$$
and dividing by $L-1>0$ leaves $r\ge (L+1)/2$. Lean sets $L=m+1$, so the inequality becomes $m(m+2)\le m\cdot 2r$, and the last line cancels $m$.

```lean
/-- Labelling the `L` by `L` grid row by row gives every nearest-neighbour edge a label
difference of at most `L`. -/
theorem grid_rowMajor_le {L : ℕ} {u v : Fin L × Fin L} (h : (grid L).Adj u v) :
    hopRange finProdFinEquiv u v ≤ L := by
  obtain ⟨x, y⟩ := u
  obtain ⟨x', y'⟩ := v

  have h' := SimpleGraph.boxProd_adj.mp h
  simp only [SimpleGraph.pathGraph_adj] at h'
  simp only [hopRange, finProdFinEquiv_apply_val]
  rcases h' with ⟨h1 | h1, h2⟩ | ⟨h1, h2⟩
  · have e : L * (x' : ℕ) = L * (x : ℕ) + L := by rw [← h1]; ring
    rw [h2]
    omega
  · have e : L * (x : ℕ) = L * (x' : ℕ) + L := by rw [← h1]; ring
    rw [h2]
    omega
  · rw [h2]
    omega

end JordanWignerStringLength
```

The labelling `finProdFinEquiv` sends $(x,y)$ to $Lx+y$, which numbers the grid row by row with $x$ as the row index. A step in $y$ changes the label by $1$ and a step in $x$ changes it by $L$, so no edge exceeds $L$. The proof checks the two directions of a step in $x$ separately and then treats steps in $y$.

For $L\ge2$, the largest label difference in this simple ordering is therefore less than twice the smallest value that any ordering can reach. That smallest value is in fact known to be $L$, so row-by-row order is optimal and for $L\ge3$ our lower bound is not sharp; this stronger result is not proved here. On the $2\times2$ grid the two bounds meet: the lower one is $3/2$, which for an integer means $2$, and row-by-row order never exceeds $2$. In row-by-row order the worst hopping term on this grid therefore acts on three qubits.

```lean
#print axioms JordanWignerStringLength.exists_long_edge
#print axioms JordanWignerStringLength.exists_heavy_string
#print axioms JordanWignerStringLength.grid_exists_long_edge
#print axioms JordanWignerStringLength.grid_rowMajor_le
```

```
'JordanWignerStringLength.exists_long_edge' depends on axioms: [propext, Classical.choice, Quot.sound]
'JordanWignerStringLength.exists_heavy_string' depends on axioms: [propext, Classical.choice, Quot.sound]
'JordanWignerStringLength.grid_exists_long_edge' depends on axioms: [propext, Classical.choice, Quot.sound]
'JordanWignerStringLength.grid_rowMajor_le' depends on axioms: [propext, Classical.choice, Quot.sound]
```
